# The MEAM screening function is continuously differentiable, but not twice differentiable at the edge of full screening

## A third atom near a bond

In the modified embedded-atom method (MEAM), an atom $k$ close to the line between atoms $i$ and $j$ weakens their interaction. Draw the ellipse through $k$ that has $i$ and $j$ at the ends of one axis. Its parameter $C$ is the squared ratio of the axis across the bond to the axis along it. Two model parameters set the range of partial screening: for $C\le C_{\min}$ atom $k$ screens the pair completely, and for $C\ge C_{\max}$ not at all. In between, the interaction is scaled by

$$S(C)=f\!\left(\frac{C-C_{\min}}{C_{\max}-C_{\min}}\right),\qquad
f(x)=\begin{cases}0,&x\le 0\\ \left(1-(1-x)^4\right)^2,&0\le x\le 1\\ 1,&x\ge 1.\end{cases}$$

Forces involve $S'$ and force constants involve $S''$. How smooth is $S$ where the branches meet?

## Derivatives at the two joints

Write $u=1-x$, so that $du/dx=-1$. On $[0,1]$ the polynomial branch has derivatives

$$2(1-u^4)\cdot 4u^3=8(1-u^4)u^3,$$

$$8\cdot 4u^3\cdot u^3-8(1-u^4)\cdot 3u^2=32u^6-24(1-u^4)u^2.$$

The branch values agree at the joints: $0$ at $x=0$ and $1$ at $x=1$. The first derivative of the polynomial vanishes at both, since $1-u^4=0$ at $x=0$ and $u=0$ at $x=1$. The constant branches are flat too, so $f'$ exists everywhere and is continuous. As $0\le u\le 1$ on the middle branch, $f'\ge 0$ and $f$ is nondecreasing.

At $x=1$ the second derivative of the polynomial is $0$, which matches the constant branch, so $f'$ is differentiable there. At $x=0$ it is $32$, while $f'$ is zero to the left. The one-sided slopes of $f'$ are therefore $0$ and $32$, and $f''(0)$ does not exist. At every other point $f'$ is locally a polynomial or zero.

With $\Delta=C_{\max}-C_{\min}>0$, the chain rule gives $S'(C)=f'((C-C_{\min})/\Delta)/\Delta$. Its one-sided slopes at $C_{\min}$ are $0$ and $32/\Delta^2$.

## The statement in Lean

`screen` is $f$, and `screeningFactor` is $S$. `screenSlope` is the formula for $f'$, evaluated at $x$ clamped to $[0,1]$; it is proved to be the derivative.

`screen_smoothness` says that $f$ is nondecreasing (`Monotone`) and continuously differentiable (`ContDiff ℝ 1`), that `deriv screen` has at the point 0 the left slope 0 (taken within `Iic 0`, the half-line $(-\infty,0]$) and the right slope 32 (taken within `Ici 0`, the half-line $[0,\infty)$), and that it is differentiable at $x$ exactly when $x\ne 0$. `screeningFactor_kink` carries the smoothness and the kink over to $S$, with `a` for $C_{\min}$ and `b` for $C_{\max}$.

The variable is $C$ alone. The step from atomic positions to $C$, and from $S$ to the total energy, is left to the reader. For this single factor, a finite-difference estimate of $S''$ at $C_{\min}$ depends on the side from which it is taken, which can matter when force constants are computed near such a configuration.

## Limits in the wrong order

Requiring only $a\neq b$ is not enough for the stated slopes. Take $a=1$, $b=0$. Then $S(C)=f(1-C)$, and the slopes of $S'$ at $C=1$ are $32$ on the left and $0$ on the right: they have changed places.

## The complete file

```lean
import Mathlib

open Set Filter Topology

namespace MEAMScreening

noncomputable section

/-- The screening function of the modified embedded-atom method: 0 for `x ≤ 0`,
`(1 - (1 - x)^4)^2` between 0 and 1, and 1 beyond. -/
def screen (x : ℝ) : ℝ :=
  if x ≤ 0 then 0 else if x ≤ 1 then (1 - (1 - x) ^ 4) ^ 2 else 1

/-- The polynomial `8 (1 - (1 - t)^4) (1 - t)^3`, taken at the point `t` of `[0, 1]`
closest to `x`. -/
def screenSlope (x : ℝ) : ℝ :=
  8 * (1 - (1 - max 0 (min x 1)) ^ 4) * (1 - max 0 (min x 1)) ^ 3

/-- The screening factor of an atom with ellipse parameter `C`, for limits `Cmin < Cmax`. -/
def screeningFactor (Cmin Cmax C : ℝ) : ℝ :=
  screen ((C - Cmin) / (Cmax - Cmin))

/-- The three branches of the screening function, each valid up to and including the joints. -/
theorem screen_regions (x : ℝ) :
    (x ≤ 0 → screen x = 0) ∧
    (0 ≤ x → x ≤ 1 → screen x = (1 - (1 - x) ^ 4) ^ 2) ∧
    (1 ≤ x → screen x = 1) := by
  refine ⟨fun h => if_pos h, fun h0 h1 => ?_, fun h => ?_⟩
  · rcases h0.eq_or_lt with h | h
    · subst h
      norm_num [screen]
    · rw [screen, if_neg (not_le_of_gt h), if_pos h1]
  · rcases h.eq_or_lt with h' | h'
    · subst h'
      norm_num [screen]
    · rw [screen, if_neg (not_le_of_gt (by linarith)), if_neg (not_le_of_gt h')]

/-- The slope function vanishes outside the interval `[0, 1]` and is `8 (1 - (1 - x)^4) (1 - x)^3`
inside it. -/
theorem screenSlope_regions (x : ℝ) :
    (x ≤ 0 → screenSlope x = 0) ∧
    (0 ≤ x → x ≤ 1 → screenSlope x = 8 * (1 - (1 - x) ^ 4) * (1 - x) ^ 3) ∧
    (1 ≤ x → screenSlope x = 0) := by
  refine ⟨fun h => ?_, fun h0 h1 => ?_, fun h => ?_⟩
  · rw [screenSlope, max_eq_left ((min_le_left x 1).trans h)]
    norm_num
  · rw [screenSlope, min_eq_left h1, max_eq_right h0]
  · rw [screenSlope, min_eq_right h, max_eq_right zero_le_one]
    norm_num

/-- First and second derivatives of the polynomial branch `(1 - (1 - x)^4)^2`. -/
theorem hasDerivAt_branch (x : ℝ) :
    HasDerivAt (fun y : ℝ => (1 - (1 - y) ^ 4) ^ 2) (8 * (1 - (1 - x) ^ 4) * (1 - x) ^ 3) x ∧
    HasDerivAt (fun y : ℝ => 8 * (1 - (1 - y) ^ 4) * (1 - y) ^ 3)
      (32 * (1 - x) ^ 6 - 24 * (1 - (1 - x) ^ 4) * (1 - x) ^ 2) x := by
  have h : HasDerivAt (fun y : ℝ => 1 - y) (-1) x := (hasDerivAt_id' x).const_sub 1
  have h4 := (h.fun_pow 4).const_sub 1
  constructor
  · refine (h4.fun_pow 2).congr_deriv ?_
    simp only [Nat.cast_ofNat, Nat.reduceSub]
    ring
  · refine ((h4.const_mul 8).fun_mul (h.fun_pow 3)).congr_deriv ?_
    simp only [Nat.cast_ofNat, Nat.reduceSub]
    ring

/-- A function that near a joint equals one branch on the left and another on the right, and equals
both at the joint itself, is differentiable at the joint if both branches have the same derivative
there. -/
theorem hasDerivAt_glue {f g h : ℝ → ℝ} {a d : ℝ}
    (hg : HasDerivAt g d a) (hh : HasDerivAt h d a)
    (hl : f =ᶠ[𝓝[Iic a] a] g) (hr : f =ᶠ[𝓝[Ici a] a] h) : HasDerivAt f d a := by
  have L : HasDerivWithinAt f d (Iic a) a :=
    hg.hasDerivWithinAt.congr_of_eventuallyEq hl (hl.self_of_nhdsWithin (mem_Iic.2 le_rfl))
  have R : HasDerivWithinAt f d (Ici a) a :=
    hh.hasDerivWithinAt.congr_of_eventuallyEq hr (hr.self_of_nhdsWithin (mem_Ici.2 le_rfl))
  have U := L.union R
  rwa [Iic_union_Ici, hasDerivWithinAt_univ] at U

/-- A function whose left and right slopes at a point differ is not differentiable there. -/
theorem not_differentiableAt_of_kink {f : ℝ → ℝ} {a l r : ℝ}
    (hl : HasDerivWithinAt f l (Iic a) a) (hr : HasDerivWithinAt f r (Ici a) a)
    (hne : l ≠ r) : ¬ DifferentiableAt ℝ f a := by
  intro h
  have e1 := (uniqueDiffOn_Iic a a (mem_Iic.2 le_rfl)).eq_deriv _ hl
    h.hasDerivAt.hasDerivWithinAt
  have e2 := (uniqueDiffOn_Ici a a (mem_Ici.2 le_rfl)).eq_deriv _ hr
    h.hasDerivAt.hasDerivWithinAt
  exact hne (e1.trans e2.symm)

/-- The screening function is differentiable everywhere, with derivative `screenSlope`. -/
theorem hasDerivAt_screen (x : ℝ) : HasDerivAt screen (screenSlope x) x := by
  rcases lt_trichotomy x 0 with h | h | h
  · rw [(screenSlope_regions x).1 h.le]
    refine (hasDerivAt_const x (0 : ℝ)).congr_of_eventuallyEq ?_
    filter_upwards [Iio_mem_nhds h] with y hy
    exact (screen_regions y).1 (le_of_lt hy)
  · -- lower joint: both branches are flat
    subst h
    rw [(screenSlope_regions 0).1 le_rfl]
    refine hasDerivAt_glue (hasDerivAt_const 0 (0 : ℝ))
      ((hasDerivAt_branch 0).1.congr_deriv (by norm_num)) ?_ ?_
    · filter_upwards [self_mem_nhdsWithin] with y hy
      exact (screen_regions y).1 hy
    · filter_upwards [self_mem_nhdsWithin,
        mem_nhdsWithin_of_mem_nhds (Iio_mem_nhds (zero_lt_one' ℝ))] with y h0 h1
      exact (screen_regions y).2.1 h0 (le_of_lt h1)
  · rcases lt_trichotomy x 1 with h' | h' | h'
    · rw [(screenSlope_regions x).2.1 h.le h'.le]
      refine (hasDerivAt_branch x).1.congr_of_eventuallyEq ?_
      filter_upwards [Ioo_mem_nhds h h'] with y hy
      exact (screen_regions y).2.1 hy.1.le hy.2.le
    · -- upper joint: both branches are flat again
      subst h'
      rw [(screenSlope_regions 1).2.2 le_rfl]
      refine hasDerivAt_glue ((hasDerivAt_branch 1).1.congr_deriv (by norm_num))
        (hasDerivAt_const 1 (1 : ℝ)) ?_ ?_
      · filter_upwards [self_mem_nhdsWithin,
          mem_nhdsWithin_of_mem_nhds (Ioi_mem_nhds h)] with y h1 h0
        exact (screen_regions y).2.1 (le_of_lt h0) h1
      · filter_upwards [self_mem_nhdsWithin] with y hy
        exact (screen_regions y).2.2 hy
    · rw [(screenSlope_regions x).2.2 h'.le]
      refine (hasDerivAt_const x (1 : ℝ)).congr_of_eventuallyEq ?_
      filter_upwards [Ioi_mem_nhds h'] with y hy
      exact (screen_regions y).2.2 (le_of_lt hy)

/-- At the origin the slope function has left slope 0 and right slope 32. -/
theorem screenSlope_kink :
    HasDerivWithinAt screenSlope 0 (Iic 0) 0 ∧ HasDerivWithinAt screenSlope 32 (Ici 0) 0 := by
  constructor
  · exact (hasDerivWithinAt_const (0 : ℝ) (Iic 0) (0 : ℝ)).congr
      (fun y hy => (screenSlope_regions y).1 hy) ((screenSlope_regions 0).1 le_rfl)
  · have h := (hasDerivAt_branch 0).2.congr_deriv (g' := 32) (by norm_num)
    refine h.hasDerivWithinAt.congr_of_eventuallyEq ?_
      ((screenSlope_regions 0).2.1 le_rfl zero_le_one)
    filter_upwards [self_mem_nhdsWithin,
      mem_nhdsWithin_of_mem_nhds (Iio_mem_nhds (zero_lt_one' ℝ))] with y h0 h1
    exact (screenSlope_regions y).2.1 h0 (le_of_lt h1)

/-- The screening function is nondecreasing and continuously differentiable. Its derivative has
one-sided slopes 0 and 32 at the origin, and is differentiable at every other point but not there. -/
theorem screen_smoothness :
    Monotone screen ∧ ContDiff ℝ 1 screen ∧
    HasDerivWithinAt (deriv screen) 0 (Iic 0) 0 ∧
    HasDerivWithinAt (deriv screen) 32 (Ici 0) 0 ∧
    ∀ x, DifferentiableAt ℝ (deriv screen) x ↔ x ≠ 0 := by
  have hd : deriv screen = screenSlope := funext fun x => (hasDerivAt_screen x).deriv
  have hdiff : Differentiable ℝ screen := fun x => (hasDerivAt_screen x).differentiableAt
  refine ⟨monotone_of_deriv_nonneg hdiff fun x => ?_, contDiff_one_iff_deriv.2 ⟨hdiff, ?_⟩, ?_⟩
  · rw [hd, screenSlope]
    have h0 : 0 ≤ 1 - max 0 (min x 1) :=
      sub_nonneg.2 (max_le zero_le_one (min_le_right x 1))
    have h1 : 1 - max 0 (min x 1) ≤ 1 := by linarith [le_max_left 0 (min x 1)]
    have h4 := sub_nonneg.2 (pow_le_one₀ (n := 4) h0 h1)
    exact mul_nonneg (mul_nonneg (by norm_num) h4) (pow_nonneg h0 3)
  · rw [hd]
    unfold screenSlope
    fun_prop
  · rw [hd]
    refine ⟨screenSlope_kink.1, screenSlope_kink.2, fun x => ⟨?_, fun hx => ?_⟩⟩
    · rintro h rfl
      exact not_differentiableAt_of_kink screenSlope_kink.1 screenSlope_kink.2 (by norm_num) h
    · rcases lt_or_gt_of_ne hx with h | h
      · refine ((hasDerivAt_const x (0 : ℝ)).congr_of_eventuallyEq ?_).differentiableAt
        filter_upwards [Iio_mem_nhds h] with y hy
        exact (screenSlope_regions y).1 (le_of_lt hy)
      · rcases lt_trichotomy x 1 with h' | h' | h'
        · refine ((hasDerivAt_branch x).2.congr_of_eventuallyEq ?_).differentiableAt
          filter_upwards [Ioo_mem_nhds h h'] with y hy
          exact (screenSlope_regions y).2.1 hy.1.le hy.2.le
        · -- at the upper joint the second derivatives agree as well
          subst h'
          refine (hasDerivAt_glue ((hasDerivAt_branch 1).2.congr_deriv (by norm_num))
            (hasDerivAt_const 1 (0 : ℝ)) ?_ ?_).differentiableAt
          · filter_upwards [self_mem_nhdsWithin,
              mem_nhdsWithin_of_mem_nhds (Ioi_mem_nhds h)] with y h1 h0
            exact (screenSlope_regions y).2.1 (le_of_lt h0) h1
          · filter_upwards [self_mem_nhdsWithin] with y hy
            exact (screenSlope_regions y).2.2 hy
        · refine ((hasDerivAt_const x (0 : ℝ)).congr_of_eventuallyEq ?_).differentiableAt
          filter_upwards [Ioi_mem_nhds h'] with y hy
          exact (screenSlope_regions y).2.2 (le_of_lt hy)

/-- For limits `a < b` the screening factor is continuously differentiable, but its derivative has
left slope 0 and right slope `32 / (b - a)^2` at the lower limit `a` and is not differentiable
there. -/
theorem screeningFactor_kink {a b : ℝ} (hab : a < b) :
    ContDiff ℝ 1 (screeningFactor a b) ∧
    HasDerivWithinAt (deriv (screeningFactor a b)) 0 (Iic a) a ∧
    HasDerivWithinAt (deriv (screeningFactor a b)) (32 / (b - a) ^ 2) (Ici a) a ∧
    ¬ DifferentiableAt ℝ (deriv (screeningFactor a b)) a := by
  have hpos : 0 < b - a := sub_pos.2 hab
  have hne : b - a ≠ 0 := hpos.ne'
  have hin (C : ℝ) : HasDerivAt (fun y : ℝ => (y - a) / (b - a)) (1 / (b - a)) C :=
    ((hasDerivAt_id' C).sub_const a).div_const (b - a)
  -- chain rule for the first derivative
  have hd : deriv (screeningFactor a b) =
      fun C => screenSlope ((C - a) / (b - a)) * (1 / (b - a)) :=
    funext fun C => ((hasDerivAt_screen _).comp C (hin C)).deriv
  have h0 : (a - a) / (b - a) = 0 := by simp
  have L : HasDerivWithinAt (deriv (screeningFactor a b)) 0 (Iic a) a := by
    have k : HasDerivWithinAt screenSlope 0 (Iic 0) ((a - a) / (b - a)) := by
      rw [h0]
      exact screenSlope_kink.1
    have m : MapsTo (fun y : ℝ => (y - a) / (b - a)) (Iic a) (Iic 0) := fun y hy =>
      div_nonpos_of_nonpos_of_nonneg (sub_nonpos.2 hy) hpos.le
    rw [hd]
    exact ((k.comp a (hin a).hasDerivWithinAt m).mul_const (1 / (b - a))).congr_deriv (by simp)
  have R : HasDerivWithinAt (deriv (screeningFactor a b)) (32 / (b - a) ^ 2) (Ici a) a := by
    have k : HasDerivWithinAt screenSlope 32 (Ici 0) ((a - a) / (b - a)) := by
      rw [h0]
      exact screenSlope_kink.2
    have m : MapsTo (fun y : ℝ => (y - a) / (b - a)) (Ici a) (Ici 0) := fun y hy =>
      div_nonneg (sub_nonneg.2 hy) hpos.le
    rw [hd]
    exact ((k.comp a (hin a).hasDerivWithinAt m).mul_const (1 / (b - a))).congr_deriv
      (by field_simp)
  refine ⟨?_, L, R, not_differentiableAt_of_kink L R (by positivity : 32 / (b - a) ^ 2 ≠ 0).symm⟩
  exact screen_smoothness.2.1.comp ((contDiff_id.sub contDiff_const).div_const (b - a))

end

end MEAMScreening
```

```lean
#print axioms MEAMScreening.screen_smoothness
-- 'MEAMScreening.screen_smoothness' depends on axioms: [propext, Classical.choice, Quot.sound]
#print axioms MEAMScreening.screeningFactor_kink
-- 'MEAMScreening.screeningFactor_kink' depends on axioms: [propext, Classical.choice, Quot.sound]
```

## From branches to the kink

`screen_regions` and `screenSlope_regions` give the branch formulas with both joints included. `hasDerivAt_branch` computes the two polynomial derivatives, and `ring` brings them to the form above.

`hasDerivAt_glue` handles a joint: equal derivatives on the two closed half-lines combine into an ordinary derivative, because the half-lines cover $\mathbb{R}$. `not_differentiableAt_of_kink` is the converse tool: an ordinary derivative would have to equal both one-sided slopes.

`hasDerivAt_screen` splits the line into three open regions and two joints with `lt_trichotomy`. In each case `filter_upwards` supplies the nearby points at which a branch formula holds. `screenSlope_kink` finds the slopes 0 and 32.

In `screen_smoothness`, `hd` replaces `deriv screen` by `screenSlope`. Monotonicity follows from its sign and continuity from `fun_prop`; the same case split, with gluing at $x=1$, gives differentiability of $f'$ away from $0$.

`screeningFactor_kink` applies the chain rule on each side. The `MapsTo` facts say that $C\le a$ gives a scaled variable $\le 0$, and $C\ge a$ one $\ge 0$; this is where the order of the limits enters.
